# Existence, uniqueness and bounds of the committor on a finite network whose states all reach $A\cup B$

## Rates, end sets and the committor

A system jumps between the states of a finite set $V$, with rate $k_{ij}\ge 0$ from $i$ to $j$; some texts order the indices the other way. Let $A$ and $B$ be disjoint sets of states, such as reactants and products. The committor $q_i$ is the probability that the system, started in $i$, enters $B$ before $A$. It should satisfy

$$q=0 \text{ on } A,\qquad q=1 \text{ on } B,\qquad (Lq)_i=\sum_j k_{ij}(q_j-q_i)=0 \text{ elsewhere}.$$

Write $C=A\cup B$. A state reaches $C$ if a path of positive rates, possibly of length zero, leads from it into $C$. If every state reaches $C$, the system cannot be trapped away from both end sets.

## When the equations determine $q$

If every state reaches $C$, exactly one $q$ solves the equations, and $0\le q_i\le 1$. Conversely, if there is exactly one solution, every state reaches $C$.

In Markov models built from molecular simulations, with finitely many states and constant rates, this tells when the linear system for the committor has a unique solution.

## A maximum travels along the path

Suppose that every state reaches $C$. Let $(Lu)_i\ge 0$ outside $C$ and $u\le M$ on $C$, and let $u$ be largest at $m$. Follow a path from $m$ into $C$. At a state $a\notin C$ on it with $u_a=u_m$, every term $k_{aj}(u_j-u_a)$ is at most zero, while their sum is at least zero. All terms therefore vanish, and the next state $c$, with $k_{ac}>0$, has $u_c=u_m$. The maximum is thus carried to the first state of the path in $C$, so $u_m\le M$, and $u\le M$ everywhere. This is the maximum principle.

## From uniqueness to existence and bounds

Define a linear map $T$ on $\mathbb R^V$ by $(Tu)_i=u_i$ on $C$ and $(Tu)_i=(Lu)_i$ elsewhere. Suppose again that every state reaches $C$. If $Tu=0$, the maximum principle with $M=0$, applied to $u$ and $-u$, gives $u=0$. So $T$ is injective and, in finite dimension, surjective. Solving $Tq=f$, with $f=1$ on $B$ and $f=0$ elsewhere, gives the one committor.

The maximum principle with $M=1$ gives $q\le 1$. Since $L(1-q)=-Lq$, the function $1-q$ is a committor from $B$ to $A$. Hence $1-q\le 1$, so $q\ge 0$.

## Trapped states destroy uniqueness

Let $q$ be the only committor. If $Tu=0$, then $q+u$ is also a committor, so $u=0$. Again $T$ is surjective, and some $u$ has $(Tu)_i=-1$ for all $i$. Suppose some states cannot reach $C$, and let $m$ minimise $u$ among them. Then $m\notin C$, and each $j$ with $k_{mj}>0$ cannot reach $C$ either, so $u_j\ge u_m$. Hence $(Lu)_m\ge 0$, which contradicts $(Lu)_m=-1$.

## The committor as a weighted mean

At a state $i\notin C$ that reaches $C$, the first step of the path makes $\sum_j k_{ij}$ positive. Rearranging $(Lq)_i=0$ gives

$$q_i=\frac{\sum_j k_{ij}q_j}{\sum_j k_{ij}}.$$

## The statement in Lean

`backward k q i` is $(Lq)_i$, `Reaches k C i` is reachability, and `IsCommittor k A B q` collects the three conditions, with neither bounds nor uniqueness built in. In `committor_existsUnique`, `∃!` gives the single solution, and the second half bounds every committor.

The hypothesis `hk` includes the diagonal, so `k` is a table of rates and not a generator with negative diagonal entries. Diagonal rates cancel in `backward`.

Lean's committor is defined by the equations. Identifying it with the hitting probability takes a further argument, which conditions on the first jump.

```lean
import Mathlib

open Finset

namespace CommittorTheory

variable {V : Type*}

/-- State `i` reaches the set `C`: a path of positive rates, possibly of length zero,
leads from `i` to a state of `C`. -/
def Reaches (k : V → V → ℝ) (C : Set V) (i : V) : Prop :=
  ∃ j ∈ C, Relation.ReflTransGen (fun a b => 0 < k a b) i j

variable [Fintype V]

/-- The backward operator of the jump process with rates `k`:
the sum over `j` of `k i j * (q j - q i)`. -/
def backward (k : V → V → ℝ) (q : V → ℝ) (i : V) : ℝ :=
  ∑ j, k i j * (q j - q i)

/-- A committor from `A` to `B`: it is 0 on `A`, 1 on `B`, and solves the stationary
backward equation at all other states. -/
structure IsCommittor (k : V → V → ℝ) (A B : Set V) (q : V → ℝ) : Prop where
  on_A : ∀ i ∈ A, q i = 0
  on_B : ∀ i ∈ B, q i = 1
  harmonic : ∀ i ∉ A ∪ B, backward k q i = 0

open Classical in
/-- The linear map of the boundary value problem: it returns the value of `u` on `C`
and the backward operator applied to `u` elsewhere. -/
noncomputable def dirichletMap (k : V → V → ℝ) (C : Set V) :
    (V → ℝ) →ₗ[ℝ] (V → ℝ) where
  toFun u i := if i ∈ C then u i else backward k u i
  map_add' u v := by
    ext i
    by_cases h : i ∈ C
    · simp [h]
    · simp only [h, if_false, Pi.add_apply, backward, ← Finset.sum_add_distrib]
      exact Finset.sum_congr rfl fun j _ => by ring
  map_smul' c u := by
    ext i
    by_cases h : i ∈ C
    · simp [h]
    · simp only [h, if_false, Pi.smul_apply, smul_eq_mul, RingHom.id_apply, backward,
        Finset.mul_sum]
      exact Finset.sum_congr rfl fun j _ => by ring

/-- On `C` the boundary value map returns the value of the function. -/
theorem dirichletMap_of_mem {k : V → V → ℝ} {C : Set V} {u : V → ℝ} {i : V}
    (hi : i ∈ C) : dirichletMap k C u i = u i := if_pos hi

/-- Outside `C` the boundary value map is the backward operator. -/
theorem dirichletMap_of_notMem {k : V → V → ℝ} {C : Set V} {u : V → ℝ} {i : V}
    (hi : i ∉ C) : dirichletMap k C u i = backward k u i := if_neg hi

/-- Maximum principle: for nonnegative rates, if every state reaches `C` and the backward
operator gives a nonnegative value outside `C`, an upper bound on `C` holds everywhere. -/
theorem maximum_principle {k : V → V → ℝ} {C : Set V} {u : V → ℝ} {M : ℝ}
    (hk : ∀ i j, 0 ≤ k i j) (hC : ∀ i, Reaches k C i)
    (hu : ∀ i ∉ C, 0 ≤ backward k u i) (hM : ∀ i ∈ C, u i ≤ M) (i : V) : u i ≤ M := by
  have : Nonempty V := ⟨i⟩
  obtain ⟨m, hm⟩ := Finite.exists_max u
  obtain ⟨b, hb, hpath⟩ := hC m
  -- the maximal value is carried along the path until it meets `C`
  have key : ∀ a, Relation.ReflTransGen (fun a b => 0 < k a b) a b →
      u a = u m → u m ≤ M := by
    intro a ha
    induction ha using Relation.ReflTransGen.head_induction_on with
    | refl => intro h; linarith [hM b hb]
    | @head a c hac _ ih =>
      intro h
      by_cases haC : a ∈ C
      · linarith [hM a haC]
      · apply ih
        have hpos : 0 < k a c := hac
        have hterm : ∀ j ∈ (univ : Finset V), k a j * (u j - u a) ≤ 0 := fun j _ =>
          mul_nonpos_iff.2 (Or.inl ⟨hk a j, by linarith [hm j]⟩)
        have hsum : ∑ j, k a j * (u j - u a) = 0 :=
          le_antisymm (Finset.sum_nonpos hterm) (hu a haC)
        have hc := (Finset.sum_eq_zero_iff_of_nonpos hterm).1 hsum c (Finset.mem_univ c)
        rcases mul_eq_zero.1 hc with h0 | h0
        · exact absurd h0 hpos.ne'
        · linarith
  exact (hm i).trans (key m hpath rfl)

/-- For nonnegative rates with every state reaching `C`, any boundary values `g` on `C`
extend to exactly one solution of the stationary backward equation outside `C`. -/
theorem dirichlet_existsUnique {k : V → V → ℝ} {C : Set V}
    (hk : ∀ i j, 0 ≤ k i j) (hC : ∀ i, Reaches k C i) (g : V → ℝ) :
    ∃! u : V → ℝ, (∀ i ∈ C, u i = g i) ∧ ∀ i ∉ C, backward k u i = 0 := by
  classical
  have key : ∀ u, dirichletMap k C u = 0 → ∀ i, u i ≤ 0 := fun u hu =>
    maximum_principle hk hC
      (fun i hi => by rw [← dirichletMap_of_notMem hi, hu]; exact le_refl _)
      (fun i hi => by rw [← dirichletMap_of_mem (k := k) (u := u) hi, hu]; exact le_refl _)
  have hinj : Function.Injective (dirichletMap k C) := by
    refine (injective_iff_map_eq_zero _).2 fun u hu => ?_
    ext i
    have h1 := key u hu i
    have h2 := key (-u) (by rw [map_neg, hu, neg_zero]) i
    simp only [Pi.neg_apply] at h2
    simp only [Pi.zero_apply]
    linarith
  -- in finite dimension, uniqueness gives existence
  obtain ⟨u, hu⟩ := LinearMap.injective_iff_surjective.1 hinj
    (fun i => if i ∈ C then g i else 0)
  refine ⟨u, ⟨fun i hi => ?_, fun i hi => ?_⟩, ?_⟩
  · simpa [dirichletMap_of_mem hi, hi] using congrFun hu i
  · simpa [dirichletMap_of_notMem hi, hi] using congrFun hu i
  · rintro v ⟨hv1, hv2⟩
    apply hinj
    rw [hu]
    ext i
    by_cases hi : i ∈ C
    · simp [dirichletMap_of_mem hi, hi, hv1 i hi]
    · simp [dirichletMap_of_notMem hi, hi, hv2 i hi]

/-- If `q` is a committor from `A` to `B`, then `1 - q` is one from `B` to `A`. -/
theorem IsCommittor.swap {k : V → V → ℝ} {A B : Set V} {q : V → ℝ}
    (hq : IsCommittor k A B q) : IsCommittor k B A (fun i => 1 - q i) where
  on_A i hi := by simp [hq.on_B i hi]
  on_B i hi := by simp [hq.on_A i hi]
  harmonic i hi := by
    have h := hq.harmonic i (fun h => hi (Or.symm h))
    simp only [backward] at h ⊢
    rw [← neg_eq_zero, ← Finset.sum_neg_distrib, ← h]
    exact Finset.sum_congr rfl fun j _ => by ring

/-- For nonnegative rates and disjoint `A` and `B`, if every state reaches `A ∪ B`, there is
exactly one committor from `A` to `B`, and its values lie between 0 and 1. -/
theorem committor_existsUnique {k : V → V → ℝ} {A B : Set V}
    (hk : ∀ i j, 0 ≤ k i j) (hAB : Disjoint A B) (hC : ∀ i, Reaches k (A ∪ B) i) :
    (∃! q, IsCommittor k A B q) ∧
      ∀ q, IsCommittor k A B q → ∀ i, 0 ≤ q i ∧ q i ≤ 1 := by
  classical
  constructor
  · obtain ⟨q, ⟨h1, h2⟩, huniq⟩ :=
      dirichlet_existsUnique hk hC (fun i => if i ∈ B then 1 else 0)
    refine ⟨q, ⟨fun i hi => ?_, fun i hi => ?_, h2⟩, fun p hp =>
      huniq p ⟨?_, hp.harmonic⟩⟩
    · simpa [Set.disjoint_left.1 hAB hi] using h1 i (Or.inl hi)
    · simpa [hi] using h1 i (Or.inr hi)
    · rintro i (hi | hi)
      · simp [hp.on_A i hi, Set.disjoint_left.1 hAB hi]
      · simp [hp.on_B i hi, hi]
  · have le1 : ∀ (A B : Set V) (q : V → ℝ), (∀ i, Reaches k (A ∪ B) i) →
        IsCommittor k A B q → ∀ i, q i ≤ 1 := by
      intro A B q hC hq
      refine maximum_principle hk hC (fun i hi => (hq.harmonic i hi).ge) ?_
      rintro j (hj | hj)
      · linarith [hq.on_A j hj]
      · exact (hq.on_B j hj).le
    intro q hq i
    -- the lower bound is the upper bound for the exchanged committor
    have h := le1 B A _ (by rw [Set.union_comm]; exact hC) hq.swap i
    exact ⟨by linarith, le1 A B q hC hq i⟩

/-- Converse: for nonnegative rates, if there is exactly one committor from `A` to `B`,
then every state reaches `A ∪ B`. -/
theorem reaches_of_existsUnique {k : V → V → ℝ} {A B : Set V}
    (hk : ∀ i j, 0 ≤ k i j) (h : ∃! q, IsCommittor k A B q) (i : V) :
    Reaches k (A ∪ B) i := by
  obtain ⟨q, hq, huniq⟩ := h
  have hinj : Function.Injective (dirichletMap k (A ∪ B)) := by
    refine (injective_iff_map_eq_zero _).2 fun u hu => ?_
    have hu1 : ∀ i ∈ A ∪ B, u i = 0 := fun i hi => by
      rw [← dirichletMap_of_mem (k := k) (u := u) hi, hu]; rfl
    have hqu : q + u = q := by
      refine huniq _ ⟨fun i hi => ?_, fun i hi => ?_, fun i hi => ?_⟩
      · rw [Pi.add_apply, hq.on_A i hi, hu1 i (Or.inl hi), add_zero]
      · rw [Pi.add_apply, hq.on_B i hi, hu1 i (Or.inr hi), add_zero]
      · rw [← dirichletMap_of_notMem hi, map_add, hu, add_zero,
          dirichletMap_of_notMem hi, hq.harmonic i hi]
    simpa using hqu
  obtain ⟨u, hu⟩ := LinearMap.injective_iff_surjective.1 hinj (fun _ => (-1 : ℝ))
  by_contra hi
  -- minimise `u` over the states that cannot reach `A ∪ B`
  obtain ⟨m, hmU, hmin⟩ := Set.exists_min_image {i | ¬ Reaches k (A ∪ B) i} u
    (Set.toFinite _) ⟨i, hi⟩
  have hmC : m ∉ A ∪ B := fun h => hmU ⟨m, h, Relation.ReflTransGen.refl⟩
  have h1 : backward k u m = -1 := by
    rw [← dirichletMap_of_notMem hmC, hu]
  have h2 : 0 ≤ backward k u m := by
    unfold backward
    refine Finset.sum_nonneg fun j _ => ?_
    rcases (hk m j).eq_or_lt with h0 | h0
    · simp [← h0]
    · have hj : ¬ Reaches k (A ∪ B) j := fun ⟨b, hb, hp⟩ =>
        hmU ⟨b, hb, Relation.ReflTransGen.head h0 hp⟩
      exact mul_nonneg h0.le (sub_nonneg.2 (hmin j hj))
  linarith

/-- For nonnegative rates, at a state outside `A ∪ B` that reaches `A ∪ B`, a committor
equals the mean of its values weighted by the outgoing rates. -/
theorem IsCommittor.eq_weighted_mean {k : V → V → ℝ} {A B : Set V} {q : V → ℝ}
    (hq : IsCommittor k A B q) (hk : ∀ i j, 0 ≤ k i j) {i : V}
    (hi : i ∉ A ∪ B) (hr : Reaches k (A ∪ B) i) :
    q i = (∑ j, k i j * q j) / ∑ j, k i j := by
  obtain ⟨b, hb, hp⟩ := hr
  -- the first step of the path makes the total rate positive
  have hpos : 0 < ∑ j, k i j := by
    rcases hp.cases_head with h | ⟨c, hc, _⟩
    · exact absurd (h ▸ hb) hi
    · exact Finset.sum_pos' (fun j _ => hk i j) ⟨c, Finset.mem_univ c, hc⟩
  have h := hq.harmonic i hi
  simp only [backward, mul_sub, Finset.sum_sub_distrib, ← Finset.sum_mul] at h
  rw [eq_div_iff hpos.ne']
  linarith

end CommittorTheory
```

```lean
#print axioms CommittorTheory.committor_existsUnique
#print axioms CommittorTheory.reaches_of_existsUnique
#print axioms CommittorTheory.IsCommittor.eq_weighted_mean
```

```
'CommittorTheory.committor_existsUnique' depends on axioms: [propext, Classical.choice, Quot.sound]
'CommittorTheory.reaches_of_existsUnique' depends on axioms: [propext, Classical.choice, Quot.sound]
'CommittorTheory.IsCommittor.eq_weighted_mean' depends on axioms: [propext, Classical.choice, Quot.sound]
```

## How the lemmas fit together

In `maximum_principle`, `head_induction_on` runs along the path, and `Finset.sum_eq_zero_iff_of_nonpos` makes each term vanish.

`dirichletMap` is $T$, and the two lemmas after it select its branches. `dirichlet_existsUnique` proves injectivity, obtains surjectivity from `LinearMap.injective_iff_surjective`, and so solves the problem for any boundary values `g`.

`committor_existsUnique` takes `g` to be 1 on `B` and 0 elsewhere; disjointness makes this 0 on `A`. Its auxiliary `le1` is stated for arbitrary end sets, so that `IsCommittor.swap` turns the upper bound into the lower one.

`reaches_of_existsUnique` finds the minimising state with `Set.exists_min_image` and shows that the same sum is both $-1$ and nonnegative. In `IsCommittor.eq_weighted_mean`, `cases_head` extracts the first step of the path, which justifies the division.
